# The Legendre transform of the one-electron dimer's ground energy at density difference |n| < 1

The two sites of the dimer are given energies \(v\) and \(-v\), so that only their difference \(2v\) acts as a potential and no common shift remains. The variable conjugate to \(v\) is then the difference \(n\) of the site populations, with no factor of one half in the product \(vn\). The ground energy \(E(v)\) is defined by its closed formula and afterwards proved to be the least energy expectation value. The result is

\[
\max_v\,[E(v)-vn]=-t\sqrt{1-n^2},\qquad |n|<1,
\]

where \(t\ge0\) is the hopping amplitude. For this non-interacting two-site model, the maximum is the density functional of the hopping energy, and the maximising \(v\) solves the inverse problem of density-functional theory: which potential belongs to a given density.

```lean
import Mathlib

open Matrix

namespace DimerLegendre

noncomputable section
```

## The Hamiltonian and its states

The matrix element \(-t\) stands for tunnelling between the sites. With \(t>0\), its sign favours the in-phase, bonding combination. In the site basis,

\[
H=\begin{pmatrix} v & -t\\ -t & -v\end{pmatrix}.
\]

```lean
/-- The one-electron dimer Hamiltonian with site energies `v` and `-v` and hopping `-t`. -/
def hamiltonian (t v : ℝ) : Matrix (Fin 2) (Fin 2) ℂ :=
  !![(v : ℂ), -(t : ℂ); -(t : ℂ), -(v : ℂ)]
```

A state is a complex vector \(\psi=(\psi_0,\psi_1)\), and its energy is \(\langle\psi|H|\psi\rangle\). This number is real because \(H\) is Hermitian, so taking the real part in Lean loses nothing.

```lean
/-- The energy expectation value of the state `ψ`. -/
def energy (t v : ℝ) (ψ : Fin 2 → ℂ) : ℝ :=
  (star ψ ⬝ᵥ (hamiltonian t v *ᵥ ψ)).re
```

The type `Fin 2 → ℂ` also contains unnormalised vectors. The condition \(|\psi_0|^2+|\psi_1|^2=1\) is therefore a separate predicate, which says that there is one electron.

```lean
/-- The two site populations add up to one electron. -/
def IsNormalized (ψ : Fin 2 → ℂ) : Prop :=
  Complex.normSq (ψ 0) + Complex.normSq (ψ 1) = 1
```

Two real numbers determine the energy. The first is the density difference \(d=|\psi_0|^2-|\psi_1|^2\).

```lean
/-- The difference of the two site populations. -/
def densityDiff (ψ : Fin 2 → ℂ) : ℝ :=
  Complex.normSq (ψ 0) - Complex.normSq (ψ 1)
```

The second is \(B=2\,\mathrm{Re}(\psi_0^*\psi_1)\), written out in real and imaginary parts. It is called the bond order here, although for one electron the usual (Coulson) bond order is half of it, \(\mathrm{Re}(\psi_0^*\psi_1)\).

```lean
/-- Twice the real part of the coherence between the two sites. -/
def bondOrder (ψ : Fin 2 → ℂ) : ℝ :=
  2 * ((ψ 0).re * (ψ 1).re + (ψ 0).im * (ψ 1).im)
```

The ground energy is \(E(v)=-\sqrt{t^2+v^2}\).

```lean
/-- The closed formula for the ground energy as a function of the potential. -/
def groundEnergy (t v : ℝ) : ℝ := -√(t ^ 2 + v ^ 2)
```

The candidate for its transform is \(F(n)=-t\sqrt{1-n^2}\).

```lean
/-- The closed formula for the density functional of the hopping energy. -/
def hoppingFunctional (t n : ℝ) : ℝ := -(t * √(1 - n ^ 2))
```

To realise a prescribed \(n\) with \(|n|\le 1\), take the real amplitudes \(\psi_0=\sqrt{(1+n)/2}\) and \(\psi_1=\sqrt{(1-n)/2}\).

```lean
/-- For `|n| ≤ 1`, the real state with non-negative amplitudes and site populations `(1 + n)/2`, `(1
- n)/2`. -/
def bondState (n : ℝ) : Fin 2 → ℂ :=
  ![((√((1 + n) / 2) : ℝ) : ℂ), ((√((1 - n) / 2) : ℝ) : ℂ)]
```

## Energy, density and bond order

Multiplying out the expectation value gives

\[
\langle\psi|H|\psi\rangle=v|\psi_0|^2-v|\psi_1|^2-t(\psi_0^*\psi_1+\psi_1^*\psi_0)=vd-tB .
\]

```lean
/-- The energy is the potential times the density difference minus the hopping times `bondOrder ψ`.
-/
theorem energy_eq (t v : ℝ) (ψ : Fin 2 → ℂ) :
    energy t v ψ = v * densityDiff ψ - t * bondOrder ψ := by
  simp [energy, hamiltonian, Matrix.mulVec, dotProduct, Fin.sum_univ_two, densityDiff,
    bondOrder, Complex.normSq_apply]
  ring
```

Density difference and bond order compete. Since \(4|\psi_0|^2|\psi_1|^2=B^2+4(\mathrm{Im}\,\psi_0^*\psi_1)^2\), normalisation gives

\[
1=(|\psi_0|^2+|\psi_1|^2)^2=d^2+B^2+4(\mathrm{Im}\,\psi_0^*\psi_1)^2 ,
\]

and hence \(d^2+B^2\le 1\). The square passed to `nlinarith` is that of the imaginary part.

```lean
/-- In a normalised state the squares of density difference and bond order sum to at most one. -/
theorem density_bond_le_one {ψ : Fin 2 → ℂ} (h : IsNormalized ψ) :
    densityDiff ψ ^ 2 + bondOrder ψ ^ 2 ≤ 1 := by
  unfold IsNormalized at h
  have h2 : (Complex.normSq (ψ 0) + Complex.normSq (ψ 1)) ^ 2 = 1 := by rw [h]; norm_num
  simp only [densityDiff, bondOrder, Complex.normSq_apply] at h2 ⊢
  -- the missing part is four times the square of the imaginary part of the coherence
  nlinarith [sq_nonneg ((ψ 0).re * (ψ 1).im - (ψ 0).im * (ψ 1).re)]
```

The real state chosen above has no imaginary coherence and saturates this bound. Its populations add to 1 and differ by \(n\), and its bond order is

\[
B=2\sqrt{\tfrac{1+n}{2}}\sqrt{\tfrac{1-n}{2}}=\sqrt{1-n^2}.
\]

```lean
/-- For `|n| ≤ 1` the state `bondState n` is normalised, has density difference `n` and `bondOrder`
equal to `√(1 - n²)`. -/
theorem bondState_spec {n : ℝ} (hn : |n| ≤ 1) :
    IsNormalized (bondState n) ∧ densityDiff (bondState n) = n ∧
      bondOrder (bondState n) = √(1 - n ^ 2) := by
  obtain ⟨h1, h2⟩ := abs_le.mp hn
  have hx : √((1 + n) / 2) ^ 2 = (1 + n) / 2 := Real.sq_sqrt (by linarith)
  have hy : √((1 - n) / 2) ^ 2 = (1 - n) / 2 := Real.sq_sqrt (by linarith)
  refine ⟨?_, ?_, ?_⟩
  · simp only [IsNormalized, bondState, Matrix.cons_val_zero, Matrix.cons_val_one,
      Complex.normSq_ofReal]
    linear_combination hx + hy
  · simp only [densityDiff, bondState, Matrix.cons_val_zero, Matrix.cons_val_one,
      Complex.normSq_ofReal]
    linear_combination hx - hy
  · have hsq : 1 - n ^ 2 = (2 * (√((1 + n) / 2) * √((1 - n) / 2))) ^ 2 := by
      linear_combination (-4 * √((1 - n) / 2) ^ 2) * hx - 2 * (1 + n) * hy
    rw [hsq, Real.sqrt_sq (by positivity)]
    simp only [bondOrder, bondState, Matrix.cons_val_zero, Matrix.cons_val_one,
      Complex.ofReal_re, Complex.ofReal_im]
    ring
```

## Two minimisations over states

For any normalised state,

\[
(vd-tB)^2+(vB+td)^2=(t^2+v^2)(d^2+B^2)\le t^2+v^2 ,
\]

so the energy is at least \(-\sqrt{t^2+v^2}\). To reach this value, put \(r=\sqrt{t^2+v^2}\) and choose the real state with \(n=-v/r\). For \(t>0\) its bond order is \(\sqrt{1-v^2/r^2}=t/r\), and its energy is \(-(v^2+t^2)/r=-r\).

`IsLeast` contains both halves: the value occurs among the energies of normalised states, and none of these energies lies below it. The Lean proof treats the attaining state first and the bound second.

```lean
/-- The least energy of a normalised state of the dimer is `-√(t² + v²)`. -/
theorem groundEnergy_isLeast {t : ℝ} (ht : 0 < t) (v : ℝ) :
    IsLeast {e | ∃ ψ, IsNormalized ψ ∧ energy t v ψ = e} (groundEnergy t v) := by
  constructor
  · obtain ⟨r, hrdef⟩ : ∃ r, r = √(t ^ 2 + v ^ 2) := ⟨_, rfl⟩
    have hr0 : 0 < r := by rw [hrdef]; positivity
    have hr : r ^ 2 = t ^ 2 + v ^ 2 := by rw [hrdef]; exact Real.sq_sqrt (by positivity)
    have hu : (t / r) ^ 2 + (v / r) ^ 2 = 1 := by
      rw [div_pow, div_pow, ← add_div, ← hr]
      exact div_self (by positivity)
    -- the ground state has density difference `-v / r`
    have hn : |-(v / r)| ≤ 1 := by
      rw [abs_le]
      constructor <;> nlinarith [sq_nonneg (t / r)]
    obtain ⟨h1, h2, h3⟩ := bondState_spec hn
    refine ⟨bondState (-(v / r)), h1, ?_⟩
    have hs : 1 - (-(v / r)) ^ 2 = (t / r) ^ 2 := by linear_combination -hu
    rw [energy_eq, h2, h3, hs, Real.sqrt_sq (by positivity), groundEnergy, ← hrdef]
    have e1 : t / r * r = t := div_mul_cancel₀ _ hr0.ne'
    have e2 : v / r * r = v := div_mul_cancel₀ _ hr0.ne'
    linear_combination (-r) * hu + (t / r) * e1 + (v / r) * e2
  · rintro e ⟨ψ, hψ, rfl⟩
    have hb := density_bond_le_one hψ
    rw [energy_eq, groundEnergy]
    refine (abs_le.mp (Real.abs_le_sqrt ?_)).1
    nlinarith [sq_nonneg (v * bondOrder ψ + t * densityDiff ψ),
      mul_nonneg (add_nonneg (sq_nonneg t) (sq_nonneg v)) (sub_nonneg.mpr hb)]
```

Now fix the density difference at \(n\) and keep only the hopping energy, which is `energy t 0 ψ`, equal to \(-tB\). From \(n^2+B^2\le1\) follows \(B\le\sqrt{1-n^2}\), so for \(t\ge0\)

\[
-tB\ge -t\sqrt{1-n^2},
\]

with equality for the real state. This is the constrained search over wavefunctions, and it includes the endpoints \(n=\pm1\).

```lean
/-- Constrained search: among normalised states with density difference `n`, the least
hopping energy is `-t √(1 - n²)`. -/
theorem hoppingFunctional_isLeast {t n : ℝ} (ht : 0 ≤ t) (hn : |n| ≤ 1) :
    IsLeast {e | ∃ ψ, IsNormalized ψ ∧ densityDiff ψ = n ∧ energy t 0 ψ = e}
      (hoppingFunctional t n) := by
  constructor
  · obtain ⟨h1, h2, h3⟩ := bondState_spec hn
    refine ⟨bondState n, h1, h2, ?_⟩
    rw [energy_eq, h3, hoppingFunctional]
    ring
  · rintro e ⟨ψ, hψ, hd, rfl⟩
    have hb := density_bond_le_one hψ
    rw [hd] at hb
    have hc : bondOrder ψ ≤ √(1 - n ^ 2) :=
      (abs_le.mp (Real.abs_le_sqrt (by linarith))).2
    rw [energy_eq, hoppingFunctional]
    linarith [mul_le_mul_of_nonneg_left hc ht]
```

## The maximum over potentials

Let \(|n|<1\) and \(s=\sqrt{1-n^2}\), so that \(s>0\) and \(n^2+s^2=1\). Then

\[
(ts-vn)^2+(tn+vs)^2=t^2+v^2 .
\]

Dropping the second square gives \(ts-vn\le\sqrt{t^2+v^2}\), which rearranges to \(E(v)-vn\le -ts\).

If equality holds, then \(\sqrt{t^2+v^2}=ts-vn\). Squaring and comparing with the identity leaves \(tn+vs=0\), that is,

\[
v=-\frac{tn}{\sqrt{1-n^2}} .
\]

Conversely, this \(v\) satisfies \((ts-vn)s=ts^2+tn^2=t\), so \(ts-vn=t/s\ge0\). The identity now reads \(t^2+v^2=(ts-vn)^2\), and because \(ts-vn\) is non-negative it is the square root. The bound is attained.

In Lean, `IsGreatest` over `Set.range` says that \(-t\sqrt{1-n^2}\) is a value of \(E(v)-vn\) for some real \(v\) and an upper bound for all of them. The equivalence `key` carries both directions of the equality argument, so the maximiser is unique. The theorem allows \(t=0\), where it concerns the formula \(E(v)=-|v|\); the identification of \(E\) with the least energy was proved for \(t>0\).

```lean
/-- For `|n| < 1` the maximum over potentials of `E(v) - v n` is `-t √(1 - n²)`, and it is
attained at `v = -t n / √(1 - n²)` and at no other potential. -/
theorem legendre_transform {t n : ℝ} (ht : 0 ≤ t) (hn : |n| < 1) :
    IsGreatest (Set.range fun v => groundEnergy t v - v * n) (hoppingFunctional t n) ∧
      ∀ v, groundEnergy t v - v * n = hoppingFunctional t n ↔
        v = -t * n / √(1 - n ^ 2) := by
  obtain ⟨h1, h2⟩ := abs_lt.mp hn
  have hpos : 0 < 1 - n ^ 2 := by nlinarith
  unfold groundEnergy hoppingFunctional
  have hs0 : 0 < √(1 - n ^ 2) := Real.sqrt_pos.mpr hpos
  have hs : √(1 - n ^ 2) ^ 2 = 1 - n ^ 2 := Real.sq_sqrt hpos.le
  generalize √(1 - n ^ 2) = s at hs0 hs ⊢
  have key : ∀ v, -√(t ^ 2 + v ^ 2) - v * n = -(t * s) ↔ v = -t * n / s := by
    intro v
    rw [eq_div_iff hs0.ne']
    constructor
    · intro h
      have hr : √(t ^ 2 + v ^ 2) ^ 2 = t ^ 2 + v ^ 2 := Real.sq_sqrt (by positivity)
      have hroot : √(t ^ 2 + v ^ 2) = t * s - v * n := by linarith
      rw [hroot] at hr
      -- equality in Cauchy-Schwarz makes the orthogonal component vanish
      have h0 : (t * n + v * s) ^ 2 = 0 := by
        linear_combination (t ^ 2 + v ^ 2) * hs - hr
      have h3 : t * n + v * s = 0 := (pow_eq_zero_iff two_ne_zero).mp h0
      linarith
    · intro h
      have hm : (t * s - v * n) * s = t := by linear_combination t * hs - n * h
      have h0 : 0 ≤ t * s - v * n :=
        le_of_mul_le_mul_right (by rw [zero_mul, hm]; exact ht) hs0
      have hsq : t ^ 2 + v ^ 2 = (t * s - v * n) ^ 2 := by
        linear_combination (t * n + v * s) * h - (t ^ 2 + v ^ 2) * hs
      rw [hsq, Real.sqrt_sq h0]
      ring
  refine ⟨⟨⟨-t * n / s, (key _).mpr rfl⟩, ?_⟩, key⟩
  rintro e ⟨v, rfl⟩
  have hle : t * s - v * n ≤ √(t ^ 2 + v ^ 2) := by
    refine (abs_le.mp (Real.abs_le_sqrt ?_)).2
    have hid : (t * s - v * n) ^ 2 + (t * n + v * s) ^ 2 = t ^ 2 + v ^ 2 := by
      linear_combination (t ^ 2 + v ^ 2) * hs
    linarith [sq_nonneg (t * n + v * s)]
  change -√(t ^ 2 + v ^ 2) - v * n ≤ -(t * s)
  linarith
```

The same identity, read at fixed \(v\) with \(n\) varying, gives the inverse transform by hand:

\[
E(v)=\min_{|n|\le1}\left[vn-t\sqrt{1-n^2}\right].
\]

For \(t>0\) the minimum lies at \(n=-v/\sqrt{t^2+v^2}\). This companion formula is not among the theorems here.

## The electron entirely on one site

At \(n=1\) and \(t>0\) the formula gives \(F(1)=0\), but no finite potential reaches it. Since \(\sqrt{t^2+v^2}>|v|\ge -v\), every value \(E(v)-v\) is negative.

Zero is nevertheless the least upper bound. Given any \(b<0\), choose \(v=t^2/(2b)<0\). Then \(t^2=2bv\), and

\[
t^2+v^2=v^2+2bv<(v+b)^2 .
\]

As \(-v-b>0\), this gives \(\sqrt{t^2+v^2}<-v-b\), hence \(E(v)-v>b\), and \(b\) is not an upper bound. Lean runs this as a contradiction: a negative upper bound `b` is assumed, and the value of \(E(v)-v\) at this potential exceeds it. Replacing \(v\) by \(-v\) gives the same result at \(n=-1\), and for \(|n|>1\) the values \(E(v)-vn\) are unbounded above. For \(t>0\) a maximum therefore exists only when \(|n|<1\), although the constrained search still has a minimiser at \(n=\pm1\).

The theorems cover one electron on two sites; interactions and larger lattices lie beyond them.

```lean
/-- At density difference `n = 1` the supremum over potentials of `E(v) - v n` is zero, and
every potential gives a strictly negative value. -/
theorem full_polarisation_not_attained {t : ℝ} (ht : 0 < t) :
    IsLUB (Set.range fun v => groundEnergy t v - v * 1) 0 ∧
      ∀ v, groundEnergy t v - v * 1 < 0 := by
  have hneg : ∀ v, groundEnergy t v - v * 1 < 0 := by
    intro v
    have h : -v < √(t ^ 2 + v ^ 2) :=
      Real.lt_sqrt_of_sq_lt (by nlinarith [mul_pos ht ht])
    unfold groundEnergy
    linarith
  refine ⟨⟨?_, ?_⟩, hneg⟩
  · rintro e ⟨v, rfl⟩
    exact (hneg v).le
  · intro b hb
    by_contra hcon
    have hb0 : b < 0 := lt_of_not_ge hcon
    -- at this potential the value of `E(v) - v` exceeds the negative bound `b`
    obtain ⟨v, hv⟩ : ∃ v, v = t ^ 2 / (2 * b) := ⟨_, rfl⟩
    have hv0 : v < 0 := by
      rw [hv]
      exact div_neg_of_pos_of_neg (by positivity) (by linarith)
    have hvb : v * (2 * b) = t ^ 2 := by
      rw [hv]
      exact div_mul_cancel₀ _ (by linarith : 2 * b < 0).ne
    have h : groundEnergy t v - v * 1 ≤ b := hb ⟨v, rfl⟩
    have hlt : √(t ^ 2 + v ^ 2) < -v - b :=
      (Real.sqrt_lt' (by linarith)).mpr (by nlinarith [mul_pos_of_neg_of_neg hb0 hb0])
    unfold groundEnergy at h
    linarith

end

end DimerLegendre
```

```lean
#print axioms DimerLegendre.density_bond_le_one
-- 'DimerLegendre.density_bond_le_one' depends on axioms: [propext, Classical.choice, Quot.sound]
#print axioms DimerLegendre.groundEnergy_isLeast
-- 'DimerLegendre.groundEnergy_isLeast' depends on axioms: [propext, Classical.choice, Quot.sound]
#print axioms DimerLegendre.legendre_transform
-- 'DimerLegendre.legendre_transform' depends on axioms: [propext, Classical.choice, Quot.sound]
#print axioms DimerLegendre.full_polarisation_not_attained
-- 'DimerLegendre.full_polarisation_not_attained' depends on axioms: [propext, Classical.choice, Quot.sound]
```
